# The interchange theorem for two symmetric perturbations and their mixed second-order energy

A molecule in two weak static fields at once has, in general, a second-order energy that differs from the sum of the second-order energies each field would produce alone. If the unperturbed state is nondegenerate, both fields enter the Hamiltonian linearly and the first-order responses exist, the difference can be computed from the response to either field. The following file proves this for symmetric operators defined on the whole state space, as they are in a finite basis.

```lean
import Mathlib

open scoped InnerProductSpace ComplexConjugate

namespace DoublePerturbation

noncomputable section

variable {E : Type*} [NormedAddCommGroup E] [InnerProductSpace ℂ E]

/-- `χ` is an intermediate-normalised first-order response of the reference state `ψ0`
(energy `E0`) to the perturbation `V`: it solves the first-order equation and is
orthogonal to `ψ0`. -/
structure IsFirstOrder (H0 V : E →ₗ[ℂ] E) (E0 : ℝ) (ψ0 χ : E) : Prop where
  eqn : H0 χ - (E0 : ℂ) • χ = ⟪ψ0, V ψ0⟫_ℂ • ψ0 - V ψ0
  orth : ⟪ψ0, χ⟫_ℂ = 0

/-- The second-order energy `⟨ψ0, V χ⟩` computed from a first-order response `χ`. -/
def secondOrderEnergy (V : E →ₗ[ℂ] E) (ψ0 χ : E) : ℂ := ⟪ψ0, V χ⟫_ℂ

variable {H0 V W : E →ₗ[ℂ] E} {E0 : ℝ} {ψ0 ψV ψW χ χ' : E}

/-- If the second-order equation holds with energy coefficient `E2`, for a unit eigenvector `ψ0` of
the symmetric operator `H0` and a vector `χ` orthogonal to it, then `E2 = ⟨ψ0, V χ⟩`. -/
theorem energy_of_second_order_equation (hH : H0.IsSymmetric) (hunit : ‖ψ0‖ = 1)
    (h0 : H0 ψ0 = (E0 : ℂ) • ψ0) (horth : ⟪ψ0, χ⟫_ℂ = 0) {E1 E2 : ℂ} {χ2 : E}
    (h2 : H0 χ2 - (E0 : ℂ) • χ2 + (V χ - E1 • χ) = E2 • ψ0) :
    E2 = secondOrderEnergy V ψ0 χ := by
  have hn : ⟪ψ0, ψ0⟫_ℂ = 1 := by
    rw [inner_self_eq_norm_sq_to_K, hunit]
    simp
  have hz : ⟪ψ0, H0 χ2⟫_ℂ = (E0 : ℂ) * ⟪ψ0, χ2⟫_ℂ := by
    rw [← hH ψ0 χ2, h0, inner_smul_left, Complex.conj_ofReal]
  -- project the second-order equation on the reference state
  have h := congrArg (fun z => ⟪ψ0, z⟫_ℂ) h2
  simp only [inner_add_right, inner_sub_right, inner_smul_right, hz, horth, hn] at h
  unfold secondOrderEnergy
  linear_combination -h

/-- The mixed energy `⟨ψ0, W ψV⟩` is minus the matrix element of `H0 - E0` between the
two first-order responses. -/
theorem mixed_energy_eq (hW : W.IsSymmetric) (hψV : IsFirstOrder H0 V E0 ψ0 ψV)
    (hψW : IsFirstOrder H0 W E0 ψ0 ψW) :
    ⟪ψ0, W ψV⟫_ℂ = -⟪H0 ψW - (E0 : ℂ) • ψW, ψV⟫_ℂ := by
  have hs : W ψ0 = ⟪ψ0, W ψ0⟫_ℂ • ψ0 - (H0 ψW - (E0 : ℂ) • ψW) := by
    rw [hψW.eqn]
    exact (sub_sub_cancel _ _).symm
  calc ⟪ψ0, W ψV⟫_ℂ = ⟪W ψ0, ψV⟫_ℂ := (hW ψ0 ψV).symm
    _ = ⟪⟪ψ0, W ψ0⟫_ℂ • ψ0 - (H0 ψW - (E0 : ℂ) • ψW), ψV⟫_ℂ :=
        congrArg (fun z => ⟪z, ψV⟫_ℂ) hs
    _ = conj ⟪ψ0, W ψ0⟫_ℂ * ⟪ψ0, ψV⟫_ℂ - ⟪H0 ψW - (E0 : ℂ) • ψW, ψV⟫_ℂ :=
        (inner_sub_left _ _ _).trans (by rw [inner_smul_left])
    _ = -⟪H0 ψW - (E0 : ℂ) • ψW, ψV⟫_ℂ := by rw [hψV.orth, mul_zero, zero_sub]

/-- Interchange theorem: `W` evaluated with the response to `V` is the complex conjugate of
`V` evaluated with the response to `W`. -/
theorem interchange (hH : H0.IsSymmetric) (hV : V.IsSymmetric) (hW : W.IsSymmetric)
    (hψV : IsFirstOrder H0 V E0 ψ0 ψV) (hψW : IsFirstOrder H0 W E0 ψ0 ψW) :
    ⟪ψ0, W ψV⟫_ℂ = conj ⟪ψ0, V ψW⟫_ℂ := by
  -- `H0 - E0` can be moved from one response to the other
  have hs : ⟪H0 ψW - (E0 : ℂ) • ψW, ψV⟫_ℂ = ⟪ψW, H0 ψV - (E0 : ℂ) • ψV⟫_ℂ := by
    rw [inner_sub_left, inner_sub_right, inner_smul_left, inner_smul_right,
      hH ψW ψV, Complex.conj_ofReal]
  rw [mixed_energy_eq hW hψV hψW, mixed_energy_eq hV hψW hψV, map_neg,
    inner_conj_symm, hs]

/-- The second-order energy is real, and any two first-order responses to the same
perturbation give the same value. -/
theorem secondOrderEnergy_real_and_unique (hH : H0.IsSymmetric) (hV : V.IsSymmetric)
    (hχ : IsFirstOrder H0 V E0 ψ0 χ) (hχ' : IsFirstOrder H0 V E0 ψ0 χ') :
    conj (secondOrderEnergy V ψ0 χ) = secondOrderEnergy V ψ0 χ ∧
      secondOrderEnergy V ψ0 χ = secondOrderEnergy V ψ0 χ' :=
  ⟨(interchange hH hV hV hχ hχ).symm,
    (interchange hH hV hV hχ hχ').trans (interchange hH hV hV hχ' hχ').symm⟩

/-- First-order responses superpose: `a ψV + b ψW` is a first-order response to the
combined perturbation `a V + b W`. -/
theorem superposition (a b : ℝ) (hψV : IsFirstOrder H0 V E0 ψ0 ψV)
    (hψW : IsFirstOrder H0 W E0 ψ0 ψW) :
    IsFirstOrder H0 ((a : ℂ) • V + (b : ℂ) • W) E0 ψ0 ((a : ℂ) • ψV + (b : ℂ) • ψW) where
  eqn := by
    simp only [map_add, map_smul, LinearMap.add_apply, LinearMap.smul_apply,
      inner_add_right, inner_smul_right]
    linear_combination (norm := module) (a : ℂ) • hψV.eqn + (b : ℂ) • hψW.eqn
  orth := by
    rw [inner_add_right, inner_smul_right, inner_smul_right, hψV.orth, hψW.orth]
    ring

/-- Second-order energy of two simultaneous perturbations with real strengths `a` and `b`,
for any first-order response `χ` to `a V + b W`: the separate energies scale with `a²` and
`b²`, and the cross term is `2ab Re⟨ψ0, W ψV⟩`. -/
theorem double_perturbation_energy (a b : ℝ) (hH : H0.IsSymmetric) (hV : V.IsSymmetric)
    (hW : W.IsSymmetric) (hψV : IsFirstOrder H0 V E0 ψ0 ψV)
    (hψW : IsFirstOrder H0 W E0 ψ0 ψW)
    (hχ : IsFirstOrder H0 ((a : ℂ) • V + (b : ℂ) • W) E0 ψ0 χ) :
    secondOrderEnergy ((a : ℂ) • V + (b : ℂ) • W) ψ0 χ =
      (a : ℂ) ^ 2 * secondOrderEnergy V ψ0 ψV + (b : ℂ) ^ 2 * secondOrderEnergy W ψ0 ψW
        + 2 * a * b * (((⟪ψ0, W ψV⟫_ℂ).re : ℝ) : ℂ) := by
  have hT : ((a : ℂ) • V + (b : ℂ) • W).IsSymmetric := by
    intro x y
    simp only [LinearMap.add_apply, LinearMap.smul_apply, inner_add_left, inner_add_right,
      inner_smul_left, inner_smul_right, Complex.conj_ofReal, hV x y, hW x y]
  have hexp : ∀ x, ⟪ψ0, ((a : ℂ) • V + (b : ℂ) • W) x⟫_ℂ =
      (a : ℂ) * ⟪ψ0, V x⟫_ℂ + (b : ℂ) * ⟪ψ0, W x⟫_ℂ := by
    intro x
    simp only [LinearMap.add_apply, LinearMap.smul_apply, inner_add_right, inner_smul_right]
  -- interchange the combined perturbation with each single one
  have h1 := interchange hH hT hV hχ hψV
  have h2 := interchange hH hT hW hχ hψW
  have rV := interchange hH hV hV hψV hψV
  have rW := interchange hH hW hW hψW hψW
  have hi := interchange hH hV hW hψV hψW
  have hre : ⟪ψ0, W ψV⟫_ℂ + conj ⟪ψ0, W ψV⟫_ℂ = 2 * (((⟪ψ0, W ψV⟫_ℂ).re : ℝ) : ℂ) := by
    rw [Complex.add_conj, Complex.ofReal_mul, Complex.ofReal_ofNat]
  unfold secondOrderEnergy
  rw [hexp χ, h1, h2, hexp ψV, hexp ψW]
  simp only [map_add, map_mul, Complex.conj_ofReal]
  linear_combination -(a : ℂ) ^ 2 * rV - (b : ℂ) ^ 2 * rW - (a : ℂ) * b * hi
    + (a : ℂ) * b * hre

/-- For the sum of two perturbations, `E2(V+W) = E2(V) + E2(W) + 2 Re⟨ψ0, W ψV⟩`. -/
theorem energy_of_sum (hH : H0.IsSymmetric) (hV : V.IsSymmetric) (hW : W.IsSymmetric)
    (hψV : IsFirstOrder H0 V E0 ψ0 ψV) (hψW : IsFirstOrder H0 W E0 ψ0 ψW)
    (hχ : IsFirstOrder H0 (V + W) E0 ψ0 χ) :
    secondOrderEnergy (V + W) ψ0 χ = secondOrderEnergy V ψ0 ψV + secondOrderEnergy W ψ0 ψW
      + 2 * (((⟪ψ0, W ψV⟫_ℂ).re : ℝ) : ℂ) := by
  have h := double_perturbation_energy (χ := χ) 1 1 hH hV hW hψV hψW (by simpa using hχ)
  simpa using h

/-- The two-level operator with real diagonal entries `p`, `q` and complex coupling `z`. -/
def twoLevel (p q : ℝ) (z : ℂ) : EuclideanSpace ℂ (Fin 2) →ₗ[ℂ] EuclideanSpace ℂ (Fin 2) where
  toFun x := !₂[(p : ℂ) * x 0 + z * x 1, conj z * x 0 + (q : ℂ) * x 1]
  map_add' x y := by
    ext i
    fin_cases i <;> simp <;> ring
  map_smul' c x := by
    ext i
    fin_cases i <;> simp <;> ring

/-- Every two-level operator of this form is symmetric. -/
theorem twoLevel_isSymmetric (p q : ℝ) (z : ℂ) : (twoLevel p q z).IsSymmetric := by
  intro x y
  simp [twoLevel, PiLp.inner_apply, Fin.sum_univ_two]
  ring

/-- A two-level system with levels 0 and 1 and couplings `1` and `1 - i`: the reference state
is a unit eigenvector, both responses are explicit, and the mixed energy is `-1 + i`. -/
theorem interchange_witness :
    ‖(!₂[1, 0] : EuclideanSpace ℂ (Fin 2))‖ = 1 ∧
    twoLevel 0 1 0 !₂[1, 0] = ((0 : ℝ) : ℂ) • !₂[1, 0] ∧
    IsFirstOrder (twoLevel 0 1 0) (twoLevel 0 0 1) 0 !₂[1, 0] !₂[0, -1] ∧
    IsFirstOrder (twoLevel 0 1 0) (twoLevel 0 0 (1 - Complex.I)) 0 !₂[1, 0]
      !₂[0, -(1 + Complex.I)] ∧
    ⟪!₂[1, 0], twoLevel 0 0 (1 - Complex.I) !₂[0, -1]⟫_ℂ = -1 + Complex.I := by
  refine ⟨?_, ?_, ⟨?_, ?_⟩, ⟨?_, ?_⟩, ?_⟩
  · simp [EuclideanSpace.norm_eq, Fin.sum_univ_two]
  · ext i
    fin_cases i <;> simp [twoLevel]
  · ext i
    fin_cases i <;> simp [twoLevel, PiLp.inner_apply, Fin.sum_univ_two]
  · simp [PiLp.inner_apply, Fin.sum_univ_two]
  · ext i
    fin_cases i <;> simp [twoLevel, PiLp.inner_apply, Fin.sum_univ_two]
  · simp [PiLp.inner_apply, Fin.sum_univ_two]
  · simp [twoLevel, PiLp.inner_apply, Fin.sum_univ_two]
    ring

end

end DoublePerturbation
```

```lean
#print axioms DoublePerturbation.secondOrderEnergy_real_and_unique
#print axioms DoublePerturbation.superposition
#print axioms DoublePerturbation.energy_of_sum
#print axioms DoublePerturbation.twoLevel_isSymmetric
```

```
'DoublePerturbation.secondOrderEnergy_real_and_unique' depends on axioms: [propext, Classical.choice, Quot.sound]
'DoublePerturbation.superposition' depends on axioms: [propext, Classical.choice, Quot.sound]
'DoublePerturbation.energy_of_sum' depends on axioms: [propext, Classical.choice, Quot.sound]
'DoublePerturbation.twoLevel_isSymmetric' depends on axioms: [propext, Classical.choice, Quot.sound]
```

## Two matrix elements and one cross term

Let \(H_0\) be the unperturbed Hamiltonian, \(\psi_0\) the reference state with energy \(E_0\), and \(V\) and \(W\) the two perturbations. The first-order response \(\psi_V\) to \(V\) satisfies

\[
(H_0-E_0)\psi_V=\langle\psi_0,V\psi_0\rangle\psi_0-V\psi_0,
\qquad \langle\psi_0,\psi_V\rangle=0,
\]

and \(\psi_W\) satisfies the same two conditions with \(W\) in place of \(V\). The theorem `interchange` states that

\[
\langle\psi_0,W\psi_V\rangle=\overline{\langle\psi_0,V\psi_W\rangle}.
\]

One perturbation is thus evaluated with the response to the other, and exchanging their roles conjugates the result.

The second-order energy belonging to \(V\) is \(E_2(V)=\langle\psi_0,V\psi_V\rangle\). The theorem `double_perturbation_energy` treats the combined perturbation \(aV+bW\) with real strengths \(a\) and \(b\):

\[
E_2(aV+bW)=a^2E_2(V)+b^2E_2(W)+2ab\,\mathrm{Re}\langle\psi_0,W\psi_V\rangle .
\]

The left side may be computed from any first-order response to \(aV+bW\). Setting \(a=b=1\) gives `energy_of_sum`.

For mixed static properties of an exact, nondegenerate eigenstate under perturbations that enter the Hamiltonian linearly, this means that the cross term needs only one of the two responses, so the perturbation with fewer components can be the one whose equations are solved. Self-consistent methods such as Hartree–Fock add induced terms to the response equation, and those are not part of this model.

## States, operators and the conditions placed on them

The states live in `E`, a complex inner product space of any dimension. Lean's inner product `⟪x, y⟫_ℂ` is conjugate-linear in its first argument and linear in its second, as in Dirac notation. The operators have type `E →ₗ[ℂ] E`, and `IsSymmetric` says that \(\langle Tx,y\rangle=\langle x,Ty\rangle\) for all \(x\) and \(y\). The energy `E0` and the strengths `a` and `b` are real numbers.

Each operator is defined on all of `E` and maps `E` into itself. In a finite basis, as in full configuration interaction, this holds automatically. Since completeness is not required, `E` can also be a common domain that unbounded operators leave invariant, but the reference state and the responses must then lie in that domain too. This excludes the hydrogen atom in a uniform field along \(z\) when it is treated without a basis: applying \(H_0\) twice to \(z\psi_0\) gives a function that is not square-integrable at the nucleus, so no such domain contains the ground state. Questions of self-adjointness and of convergence of the perturbation series do not enter.

The structure `IsFirstOrder` collects the first-order equation, `eqn`, and the orthogonality condition, `orth`. The latter is intermediate normalisation at first order: adding the response to a unit reference state leaves the overlap with that state equal to 1. That a response exists is a hypothesis. The theorem `superposition` shows, however, that once \(\psi_V\) and \(\psi_W\) are given, \(a\psi_V+b\psi_W\) is a response to \(aV+bW\), so the existence of a first-order response to the combined perturbation needs no separate assumption.

The interchange theorem and the energy formula do not ask that \(\psi_0\) be a unit eigenvector of \(H_0\). Those two properties supply the physical interpretation, and they are used in `energy_of_second_order_equation`, which identifies \(\langle\psi_0,V\chi\rangle\) with the second-order energy coefficient.

Nor is \(E_0\) required to be nondegenerate, but degeneracy restricts which responses exist. If \(\varphi\) is another eigenvector of \(H_0\) with energy \(E_0\), orthogonal to \(\psi_0\), then taking the inner product of \(\varphi\) with the first-order equation gives \(\langle\varphi,V\psi_0\rangle=0\). The perturbation must not couple the reference state to the rest of its level. Even then, \(\langle\psi_0,V\chi\rangle\) is known to be the energy coefficient of a perturbed state only if the second-order equation below also has a solution. In a degenerate level that can fail, when the perturbation couples \(\psi_0\) to \(\varphi\) through states outside the level.

## Where the second-order energy comes from

Insert \(\psi_0+\lambda\chi+\lambda^2\chi_2+\cdots\) and \(E_0+\lambda E_1+\lambda^2E_2+\cdots\) into the eigenvalue equation for \(H_0+\lambda V\), where \(\lambda\) counts orders. The terms in \(\lambda^2\) give

\[
(H_0-E_0)\chi_2+(V-E_1)\chi=E_2\psi_0 .
\]

Now take the inner product with the unit vector \(\psi_0\). Because \(H_0\) is symmetric and \(H_0\psi_0=E_0\psi_0\), the first term vanishes:

\[
\langle\psi_0,(H_0-E_0)\chi_2\rangle
=E_0\langle\psi_0,\chi_2\rangle-E_0\langle\psi_0,\chi_2\rangle=0 .
\]

The term with \(E_1\) vanishes because \(\langle\psi_0,\chi\rangle=0\). What remains is \(\langle\psi_0,V\chi\rangle=E_2\).

The Lean proof follows the same route. The step `hz` moves \(H_0\) onto the reference state, `congrArg` applies the inner product to both sides of the second-order equation, and `linear_combination` solves for `E2`. The series itself is not constructed: the theorem starts from the second-order equation as a hypothesis.

## Moving \(H_0-E_0\) from one response to the other

Write \(w=\langle\psi_0,W\psi_0\rangle\). The equation for \(\psi_W\) can be rearranged to

\[
W\psi_0=w\psi_0-(H_0-E_0)\psi_W .
\]

Symmetry of \(W\) and orthogonality of \(\psi_V\) to \(\psi_0\) then give

\[
\begin{aligned}
\langle\psi_0,W\psi_V\rangle
&=\langle W\psi_0,\psi_V\rangle\\
&=\overline{w}\,\langle\psi_0,\psi_V\rangle-\langle(H_0-E_0)\psi_W,\psi_V\rangle\\
&=-\langle(H_0-E_0)\psi_W,\psi_V\rangle .
\end{aligned}
\]

This is `mixed_energy_eq`, whose `calc` block has the same steps. Exchanging the two perturbations gives

\[
\langle\psi_0,V\psi_W\rangle=-\langle(H_0-E_0)\psi_V,\psi_W\rangle .
\]

Conjugation reverses the order of the inner product. Since \(E_0\) is real, \(H_0-E_0\) is symmetric and can be moved across:

\[
\begin{aligned}
\overline{\langle\psi_0,V\psi_W\rangle}
&=-\langle\psi_W,(H_0-E_0)\psi_V\rangle\\
&=-\langle(H_0-E_0)\psi_W,\psi_V\rangle\\
&=\langle\psi_0,W\psi_V\rangle .
\end{aligned}
\]

In `interchange`, the step `hs` is the transfer of \(H_0-E_0\), and the final rewrite uses `mixed_energy_eq` once for each ordering.

Taking both perturbations equal to \(V\) yields two further facts, proved together in `secondOrderEnergy_real_and_unique`. With the same response \(\chi\) used twice, the theorem says that \(\langle\psi_0,V\chi\rangle\) equals its own conjugate, so it is real. With two responses \(\chi\) and \(\chi'\) to \(V\), it gives

\[
\langle\psi_0,V\chi\rangle=\overline{\langle\psi_0,V\chi'\rangle}=\langle\psi_0,V\chi'\rangle .
\]

The notation \(E_2(V)\) is therefore justified even when the response is not unique.

## Expanding the energy of the combined perturbation

Let \(T=aV+bW\). Adding \(a\) times the equation for \(\psi_V\) to \(b\) times the equation for \(\psi_W\) gives

\[
(H_0-E_0)(a\psi_V+b\psi_W)=\langle\psi_0,T\psi_0\rangle\psi_0-T\psi_0 ,
\]

and the combination is still orthogonal to \(\psi_0\). This proves `superposition`, where `linear_combination` performs the addition.

The energy formula is proved for an arbitrary response \(\chi\) to \(T\), without assuming that \(\chi\) is this particular combination. By linearity,

\[
E_2(T)=\langle\psi_0,T\chi\rangle
=a\langle\psi_0,V\chi\rangle+b\langle\psi_0,W\chi\rangle .
\]

Let \(m=\langle\psi_0,W\psi_V\rangle\), so that \(\langle\psi_0,V\psi_W\rangle=\overline m\). Because \(T\) is symmetric, it can be interchanged with \(V\) and with \(W\):

\[
\begin{aligned}
\langle\psi_0,V\chi\rangle
&=\overline{\langle\psi_0,T\psi_V\rangle}
=aE_2(V)+b\,\overline m,\\
\langle\psi_0,W\chi\rangle
&=\overline{\langle\psi_0,T\psi_W\rangle}
=a\,m+bE_2(W).
\end{aligned}
\]

These lines use the reality of \(a\), \(b\), \(E_2(V)\) and \(E_2(W)\). Substitution gives

\[
E_2(T)=a^2E_2(V)+b^2E_2(W)+ab(m+\overline m),
\]

and \(m+\overline m=2\,\mathrm{Re}\,m\).

In the Lean proof, `hT` establishes the symmetry of \(T\), and `h1` and `h2` are the two interchanges. The steps `rV` and `rW` express the reality of the separate energies, `hi` relates the two mixed elements, and `hre` turns the sum of \(m\) and its conjugate into a real part. After rewriting with `h1` and `h2`, the closing `linear_combination` combines the other four identities, with coefficients that are \(a^2\), \(b^2\) and \(ab\) up to sign.

## A two-level system with a complex mixed energy

The operator `twoLevel p q z` has the matrix

\[
\begin{pmatrix}p&z\\ \overline z&q\end{pmatrix},
\]

with real \(p\) and \(q\), and `twoLevel_isSymmetric` confirms its symmetry. In `interchange_witness` the unperturbed levels are 0 and 1, the reference state is \((1,0)\), and the couplings in \(V\) and \(W\) are \(1\) and \(1-i\). Then \(V\psi_0=(0,1)\) and \(W\psi_0=(0,1+i)\). Since \(H_0-E_0\) acts as 1 on the upper level, the responses are

\[
\psi_V=(0,-1),\qquad \psi_W=(0,-(1+i)).
\]

The mixed element is \(\langle\psi_0,W\psi_V\rangle=(1-i)(-1)=-1+i\), while the opposite one is \(\langle\psi_0,V\psi_W\rangle=-1-i\). The Lean proof checks the norm, the eigenvalue equation, both responses and the first of these two values by components.

The example exposes a mistake that goes unnoticed when the operators and states are all real: treating the two mixed elements as equal and writing the cross term as \(2\langle\psi_0,W\psi_V\rangle\). Here \(E_2(V)=-1\) and \(E_2(W)=-2\), so the mistaken formula gives the complex energy \(-5+2i\). With the real part taken, the result is \(-5\), in agreement with \(-|2-i|^2\), the second-order energy for the total coupling \(2-i\) across a gap of 1.
